# The Wick sum of x₀y₀x₁y₁⋯ is the determinant of c(xᵢ,yⱼ) if distinct x's do not contract and x–y contractions are antisymmetric

Q: Suppose I have a string correlator of ten operator pairs and only Wick's rule to evaluate it. Expanded term by term, that is $19!!=654{,}729{,}075$ pairings, each with its own sign. You say it collapses to a $10\times10$ determinant. Under what conditions?

A: Write the string as $x_0y_0x_1y_1\cdots x_{n-1}y_{n-1}$, and let $c(a,b)$ be the contraction, physically $\langle ab\rangle$. Assume that $c(x_i,x_j)=0$ for $i\neq j$, and that $c(y_j,x_i)=-c(x_i,y_j)$ for all $i,j$. Then the signed Wick sum $W$ equals $\det c(x_i,y_j)$. Nothing is required of $c(y_i,y_j)$.

Q: Derive it by hand first. What exactly is $W$?

A: The empty string has $W=1$. Otherwise, contract the first operator with each later one and repeat:
$$W(xL)=\sum_j(-1)^j\,c(x,L_j)\,W(L\setminus L_j),$$
where $j$ counts positions in the string $L$ from zero, and $L\setminus L_j$ is $L$ without the entry at position $j$. For any functional $F$ of strings, define in the same way
$$(C_xF)(L)=\sum_j(-1)^j\,c(x,L_j)\,F(L\setminus L_j),$$
so that $W(xL)=(C_xW)(L)$. Separating off the first entry $a$ of a string $aL$ gives
$$(C_xF)(aL)=c(x,a)F(L)-(C_x[F(a\,\cdot)])(L).$$

Q: Where does fermionic exchange come from? You have only a recursion.

A: From $C_aC_b=-C_bC_a$. Let $a$ take position $p$ and $b$ take position $q>p$. If $a$ goes first, $b$'s partner has moved to $q-1$, and the sign is $(-1)^{p+q-1}$. If $b$ goes first, nothing moves before $p$, and the sign is $(-1)^{p+q}$. The case $q<p$ is the same with the roles exchanged.

Now let $c(a,b)=-c(b,a)$. At the front of a string,
$$W(abB)=c(a,b)W(B)-(C_aC_bW)(B),$$
and exchanging $a$ and $b$ reverses both terms. Deeper in the string, contract the first operator $e$. If its partner is neither $a$ nor $b$, these two remain neighbours with fewer operators in front, and induction gives the sign. If its partner is $a$ or $b$, the exchange shifts that partner by one position and leaves the same remainder, which again gives a minus sign. So the exchange flips $W$ anywhere.

Q: And the determinant?

A: Contract $x_0$ into $y_0x_1y_1x_2y_2\cdots$. Only the $y_j$ contribute. Since $y_j$ sits at position $2j$, its sign is $+$. The remainder starts with $y_0x_1\,y_1x_2\cdots y_{j-1}x_j$, and exchanging these $j$ neighbouring pairs restores alternating order at the cost of $(-1)^j$. Hence
$$W=\sum_j(-1)^j\,c(x_0,y_j)\,W(x_1y_0\,x_2y_1\cdots x_jy_{j-1}\,x_{j+1}y_{j+1}\cdots x_{n-1}y_{n-1}).$$
By induction, the last factor is the minor without row $0$ and column $j$, so this is the Laplace expansion along row $0$. For $n=0$ both sides are $1$.

Q: Now the code. What are the operators there?

A: Labels of an arbitrary type `α`. The contraction takes values in a commutative ring `R`, which for physics is usually $\mathbb C$.

In Lean 4 with Mathlib:

```lean
import Mathlib

open Finset

namespace WickDeterminant

variable {α R : Type*} [CommRing R]
```

The Wick sum is the recursion above, with `L.eraseIdx j` for the string without its entry at position $j$.

```lean
/-- The signed Wick sum of an operator string: the first operator is contracted with each
later one, with alternating sign, and the remaining string is treated in the same way. -/
def wickSum (c : α → α → R) : List α → R
  | [] => 1
  | x :: L => ∑ j : Fin L.length,
      (-1) ^ (j : ℕ) * c x (L.get j) * wickSum c (L.eraseIdx j)
termination_by L => L.length
decreasing_by
  simp only [List.length_cons]
  exact Nat.lt_succ_of_le (List.eraseIdx_sublist _ _).length_le
```

`contract c x F` is $C_xF$, defined by separating off the first entry.

```lean
/-- Contraction of an operator `x` into a string, where the functional `F` evaluates
the string that is left; passing an operator costs a sign. -/
def contract (c : α → α → R) (x : α) : (List α → R) → List α → R
  | _, [] => 0
  | F, a :: L => c x a * F L - contract c x (fun M => F (a :: M)) L
```

`pairString x y` builds the alternating string, with indices running from zero.

```lean
/-- The alternating operator string `x₀ y₀ x₁ y₁ ⋯ xₙ₋₁ yₙ₋₁`. -/
def pairString : {n : ℕ} → (Fin n → α) → (Fin n → α) → List α
  | 0, _, _ => []
  | _ + 1, x, y => x 0 :: y 0 :: pairString (fun i => x i.succ) (fun i => y i.succ)
```

Q: So there is no Hilbert space, and no state. Where is the physics?

A: In the meaning given to $c$. In a fermionic Gaussian state, the expectation value of a product of operators linear in the fermion operators equals its signed Wick sum; this is an input here, as is the Jordan–Wigner map from spins to fermions. The antisymmetry hypothesis stands for $\langle x_iy_j+y_jx_i\rangle=0$, which holds when the operators anticommute. The vanishing of $c(x_i,x_j)$ is a property of the state.

Q: Does the proof follow your derivation?

A: Closely. First, the explicit sum and the recursive contraction are shown to agree, by induction on the string.

```lean
/-- The Wick sum of a string is the contraction of its first operator into the rest. -/
theorem wickSum_cons (c : α → α → R) (x : α) (L : List α) :
    wickSum c (x :: L) = contract c x (wickSum c) L := by
  have key : ∀ (L : List α) (F : List α → R),
      ∑ j : Fin L.length, (-1) ^ (j : ℕ) * c x (L.get j) * F (L.eraseIdx j)
        = contract c x F L := by
    intro L
    induction L with
    | nil => intro F; exact Fin.sum_univ_zero _
    | cons a L ih =>
      intro F
      rw [contract, ← ih]
      refine (Fin.sum_univ_succ (n := L.length) _).trans ?_
      rw [sub_eq_add_neg, ← Finset.sum_neg_distrib]
      congr 1
      · simp
      · refine Finset.sum_congr rfl fun j _ => ?_
        change (-1) ^ ((j : ℕ) + 1) * c x (L.get j) * F (a :: L.eraseIdx j)
          = -((-1) ^ (j : ℕ) * c x (L.get j) * F (a :: L.eraseIdx j))
        ring
  rw [wickSum]
  exact key L _
```

Next comes linearity in $F$, in the form needed when one contraction is inserted into another. The sign rule is a special case.

```lean
/-- Contraction is linear in the functional that evaluates the remaining string. -/
theorem contract_lin (c : α → α → R) (x : α) (r : R) (F G : List α → R) (L : List α) :
    contract c x (fun M => r * F M - G M) L = r * contract c x F L - contract c x G L := by
  induction L generalizing F G with
  | nil => simp [contract]
  | cons a L ih =>
    simp only [contract, ih]
    ring

/-- Reversing the sign of the functional reverses the sign of the contraction. -/
theorem contract_neg (c : α → α → R) (x : α) (F : List α → R) (L : List α) :
    contract c x (fun M => -F M) L = -contract c x F L := by
  simpa using contract_lin c x 0 F F L
```

Anticommutation is then an induction on the string. By hand I compared positions $p$ and $q$; here the first entry is separated off, and `linear_combination` collects the terms.

```lean
/-- Contractions of two operators into the same string anticommute. -/
theorem contract_anticomm (c : α → α → R) (a b : α) (F : List α → R) (L : List α) :
    contract c a (contract c b F) L = -contract c b (contract c a F) L := by
  induction L generalizing F with
  | nil => simp [contract]
  | cons e L ih =>
    simp only [contract, contract_lin]
    linear_combination ih (fun M => F (e :: M))
```

The exchange deeper in the string has two parts. `contract_swap` says that if $F$ changes sign under the exchange, so does $C_eF$. The bound on the length of `A'` limits the assumption to strings that the induction has already covered.

```lean
/-- If exchanging the neighbours `a` and `b` flips the sign of `F` on strings with at most
as many operators in front, it flips the sign of the contraction of `e` as well. -/
theorem contract_swap (c : α → α → R) (e a b : α) (A : List α) : ∀ F : List α → R,
    (∀ A' B' : List α, A'.length ≤ A.length →
      F (A' ++ a :: b :: B') = -F (A' ++ b :: a :: B')) →
    ∀ B : List α, contract c e F (A ++ a :: b :: B) = -contract c e F (A ++ b :: a :: B) := by
  induction A with
  | nil =>
    intro F hF B
    have h0 : (fun M => F (a :: b :: M)) = fun M => -F (b :: a :: M) :=
      funext fun M => hF [] M le_rfl
    simp only [List.nil_append, contract]
    rw [h0, contract_neg]
    ring
  | cons f A ih =>
    intro F hF B
    have h1 := hF A B (by simp)
    have h2 := ih (fun M => F (f :: M))
      (fun A' B' hA => hF (f :: A') B' (by simpa using hA)) B
    simp only [List.cons_append, contract]
    linear_combination c e f * h1 - h2
```

`wickSum_swap` runs that induction. Its `nil` case is the exchange at the front, and its `cons` case hands over to `contract_swap`.

```lean
/-- Exchanging two neighbouring operators with antisymmetric contraction, anywhere in the
string, flips the sign of the Wick sum. -/
theorem wickSum_swap (c : α → α → R) {a b : α} (h : c a b = -c b a) (A B : List α) :
    wickSum c (A ++ a :: b :: B) = -wickSum c (A ++ b :: a :: B) := by
  suffices key : ∀ (n : ℕ) (A B : List α), A.length < n →
      wickSum c (A ++ a :: b :: B) = -wickSum c (A ++ b :: a :: B) from
    key _ A B (Nat.lt_succ_self _)
  intro n
  induction n with
  | zero => intro A B hA; exact absurd hA (Nat.not_lt_zero _)
  | succ n ih =>
    intro A B hA
    cases A with
    | nil =>
      -- at the front, the sign comes from `h` and from the anticommuting contractions
      simp only [List.nil_append, wickSum_cons, contract]
      linear_combination wickSum c B * h - contract_anticomm c a b (wickSum c) B
    | cons e A =>
      simp only [List.cons_append, wickSum_cons]
      exact contract_swap c e a b A _ (fun A' B' h' => ih A' B' (by
        simp only [List.length_cons] at hA
        omega)) B
```

Q: And the sign $(-1)^j$ from the reordering?

A: That is `contract_pairString`. Its `x` holds the $x$'s left after the first operator `e` has been removed, so they are renumbered from zero. Instead of making $j$ exchanges at once, the induction peels off one pair $y_0x_0$ at a time and exchanges it once. `j.succAbove` lists the indices other than $j$ in order, which are the columns of the minor.

```lean
/-- Contracting `e` into `y₀ x₀ y₁ x₁ ⋯ yₙ`, when `e` has no contraction with the `x`'s and
`F` changes sign under exchange of neighbours `y`, `x`, gives an alternating sum over the
`y`'s, with the remaining operators in alternating order. -/
theorem contract_pairString (c : α → α → R) (e : α) {n : ℕ} : ∀ (x : Fin n → α)
    (y : Fin (n + 1) → α) (F : List α → R), (∀ i, c e (x i) = 0) →
    (∀ (A B : List α) i j, F (A ++ y j :: x i :: B) = -F (A ++ x i :: y j :: B)) →
    contract c e F (y 0 :: pairString x (fun i => y i.succ)) =
      ∑ j : Fin (n + 1), (-1) ^ (j : ℕ) * c e (y j) *
        F (pairString x (fun i => y (j.succAbove i))) := by
  induction n with
  | zero => intro x y F _ _; simp [pairString, contract]
  | succ n ih =>
    intro x y F hx hF
    obtain ⟨T, hT⟩ : ∃ T, T = y (Fin.succ 0) ::
      pairString (fun i => x i.succ) (fun i => y i.succ.succ) := ⟨_, rfl⟩
    have hP : pairString x (fun i => y i.succ) = x 0 :: T := by rw [hT]; rfl
    have h0 : (fun M => F (y 0 :: x 0 :: M)) = fun M => -F (x 0 :: y 0 :: M) :=
      funext fun M => hF [] M 0 0
    have h1 : contract c e (fun M => F (x 0 :: y 0 :: M)) T =
        ∑ j : Fin (n + 1), (-1) ^ (j : ℕ) * c e (y j.succ) * F (x 0 :: y 0 ::
          pairString (fun i => x i.succ) (fun i => y (j.succAbove i).succ)) := by
      rw [hT]
      exact ih (fun i => x i.succ) (fun j => y j.succ) (fun M => F (x 0 :: y 0 :: M))
        (fun i => hx _) (fun A B i j => hF (x 0 :: y 0 :: A) B _ _)
    have hs : ∑ j : Fin (n + 1), (-1) ^ (j.succ : ℕ) * c e (y j.succ) *
          F (pairString x (fun i => y (j.succ.succAbove i))) =
        -∑ j : Fin (n + 1), (-1) ^ (j : ℕ) * c e (y j.succ) * F (x 0 :: y 0 ::
          pairString (fun i => x i.succ) (fun i => y (j.succAbove i).succ)) := by
      rw [← Finset.sum_neg_distrib]
      refine Finset.sum_congr rfl fun j _ => ?_
      have hp : pairString x (fun i => y (j.succ.succAbove i)) = x 0 :: y 0 ::
          pairString (fun i => x i.succ) (fun i => y (j.succAbove i).succ) := by
        simp [pairString]
      rw [hp, Fin.val_succ, pow_succ]
      ring
    rw [Fin.sum_univ_succ, hs, contract, hP, contract, hx 0, h0, contract_neg, h1]
    simp only [Fin.succAbove_zero, hP, Fin.val_zero]
    ring
```

The main theorem combines this with Mathlib's Laplace expansion, `Matrix.det_succ_row_zero`.

```lean
/-- If different `x`'s have no contraction and the `x`-`y` contractions are antisymmetric, the Wick
sum of `x₀ y₀ ⋯ xₙ₋₁ yₙ₋₁` is `det c(xᵢ, yⱼ)`. -/
theorem wickSum_pairString_eq_det (c : α → α → R) {n : ℕ} (x y : Fin n → α)
    (hx : ∀ i j, i ≠ j → c (x i) (x j) = 0)
    (hyx : ∀ i j, c (y j) (x i) = -c (x i) (y j)) :
    wickSum c (pairString x y) = (Matrix.of fun i j => c (x i) (y j)).det := by
  induction n with
  | zero => simp [pairString, wickSum]
  | succ n ih =>
    have hs := contract_pairString c (x 0) (fun i => x i.succ) y (wickSum c)
      (fun i => hx 0 i.succ (Fin.succ_ne_zero i).symm)
      (fun A B i j => wickSum_swap c (hyx _ _) A B)
    -- Laplace expansion along the row of the first operator
    rw [Matrix.det_succ_row_zero, pairString, wickSum_cons, hs]
    refine Finset.sum_congr rfl fun j _ => ?_
    rw [ih (fun i => x i.succ) (fun i => y (j.succAbove i))
      (fun i k hik => hx _ _ fun h => hik (Fin.succ_injective _ h)) (fun i k => hyx _ _)]
    rfl
```

Q: The hypothesis `hx` has `i ≠ j`. Is that a technicality?

A: It matters for Majorana operators, whose squares are $\pm1$. An operator is never contracted with itself when it occurs once in the string, so $c(x_i,x_i)$ may have any value.

Q: Show me that the two hypotheses do some work.

A: Four operators are enough. This formula holds for any contraction; its labels start at one.

```lean
/-- The Wick sum of four operators, for an arbitrary contraction, consists of the three
pairings with signs `+`, `-`, `+`. -/
theorem wickSum_four (c : α → α → R) (x₁ y₁ x₂ y₂ : α) :
    wickSum c [x₁, y₁, x₂, y₂] =
      c x₁ y₁ * c x₂ y₂ - c x₁ x₂ * c y₁ y₂ + c x₁ y₂ * c y₁ x₂ := by
  have hnil : wickSum c [] = 1 := by rw [wickSum]
  simp only [wickSum_cons, contract, hnil]
  ring
```

Drop the first hypothesis: let $c(x_1,x_2)=c(y_1,y_2)=1$, with all mixed contractions zero. Then $W=-1$, while the determinant is $0$. The middle term also shows why one vanishing family is enough here: it contains both $c(x_1,x_2)$ and $c(y_1,y_2)$.

Drop antisymmetry instead: let $c(x_1,y_2)=c(y_1,x_2)=c(x_2,y_1)=1$ and all other contractions be zero. Over the integers $W=1$, but the determinant is $-1$.

Q: Then take me to the XY chain.

A: With fermion operators $f_l$ on site $l$, set $A_l=f_l^\dagger+f_l$ and $B_l=f_l^\dagger-f_l$, so that $A_l^2=1$ and $B_l^2=-1$. The labels live on an infinite chain.

```lean
/-- The two kinds of Majorana operators, `A` and `B`, on the sites of an infinite chain. -/
inductive Majorana
  | A (l : ℤ)
  | B (l : ℤ)
```

The contraction is translation invariant, with $G(j-i)$ standing for $\langle B_iA_j\rangle$.

```lean
/-- Translation-invariant contractions: `A A` gives `δ`, `B B` gives `-δ`, and `B_i A_j`
gives `G (j - i)`, with the opposite sign in the opposite order. -/
def chainContraction (G : ℤ → R) : Majorana → Majorana → R
  | .A i, .A j => if i = j then 1 else 0
  | .B i, .B j => if i = j then -1 else 0
  | .B i, .A j => G (j - i)
  | .A i, .B j => -G (i - j)
```

Q: Why may $\langle B_iB_j\rangle$ vanish for $i\ne j$?

A: In a thermal state of the XY chain the fermion Hamiltonian can be taken real, so this expectation value is real. But $B_iB_j$ is anti-Hermitian for $i\neq j$, so the value is also imaginary, and therefore zero. The code takes this as part of the definition of `chainContraction` and leaves $G$ arbitrary; the Hamiltonian and the temperature would determine it.

Q: And the correlator itself?

A: Under the Jordan–Wigner map, $\sigma^x_l\sigma^x_{l+n}$ becomes $B_lA_{l+1}B_{l+1}\cdots A_{l+n}$ for $n\ge1$. With $x_i=B_{l+i}$ and $y_j=A_{l+j+1}$, the matrix entry is $G(j-i+1)$. It depends only on $j-i$, so the matrix is Toeplitz.

```lean
/-- The Wick sum of the Majorana string `B_l A_{l+1} B_{l+1} A_{l+2} ⋯` with `n` pairs is the
Toeplitz determinant with entries `G (j - i + 1)`. -/
theorem wickSum_chain_eq_toeplitz_det (G : ℤ → R) (l : ℤ) (n : ℕ) :
    wickSum (chainContraction G)
      (pairString (fun i : Fin n => Majorana.B (l + ((i : ℕ) : ℤ)))
        (fun i : Fin n => Majorana.A (l + ((i : ℕ) : ℤ) + 1))) =
      (Matrix.of fun i j : Fin n => G (((j : ℕ) : ℤ) - ((i : ℕ) : ℤ) + 1)).det := by
  rw [wickSum_pairString_eq_det]
  · congr 1
    ext i j
    simp only [chainContraction, Matrix.of_apply]
    congr 1
    ring
  · intro i j hij
    have hne : l + ((i : ℕ) : ℤ) ≠ l + ((j : ℕ) : ℤ) := fun h =>
      hij (Fin.ext (by omega))
    simp only [chainContraction, if_neg hne]
  · intro i j
    rfl

end WickDeterminant
```

The proof applies the main theorem and checks its two hypotheses: different $B$'s sit on different sites, and the mixed antisymmetry holds by definition.

Q: What does this give in practice?

A: It is the algebra behind the determinant form of spin correlators in the XY chain. For simulations of free-fermion chains in Gaussian states with vanishing $\langle B_iB_j\rangle$ for $i\neq j$, it reduces the equal-time correlator of the string $B_lA_{l+1}\cdots B_{l+n-1}A_{l+n}$ to one $n\times n$ determinant.

```lean
#print axioms WickDeterminant.wickSum_pairString_eq_det
-- 'WickDeterminant.wickSum_pairString_eq_det' depends on axioms: [propext, Classical.choice, Quot.sound]
#print axioms WickDeterminant.wickSum_four
-- 'WickDeterminant.wickSum_four' depends on axioms: [propext, Classical.choice, Quot.sound]
#print axioms WickDeterminant.wickSum_chain_eq_toeplitz_det
-- 'WickDeterminant.wickSum_chain_eq_toeplitz_det' depends on axioms: [propext, Classical.choice, Quot.sound]
```
